# Along a straight line, a polynomial angular factor is a one-variable polynomial of no higher degree

The angular factor of a metal orbital is modelled here as any real polynomial p in x, y and z, with no normalisation or harmonicity required. The lemma says that for any real vectors a and b there is a one-variable real polynomial q with q(t) = p(a + tb) for every real t, and that the degree of q is at most the total degree of p. The proof builds q by putting the polynomial bᵢX + aᵢ in place of each coordinate, and bounds its degree monomial by monomial. It then tries to prove the equality of values by induction on p: for constants, for sums, and for multiplication by a variable.

As first written in Lean, the proof fails:

```lean
import Mathlib

open MvPolynomial
open scoped Matrix Real

namespace ExistsLine

noncomputable section

/-- Angular factors of metal orbitals: real polynomials in x, y, z. -/
abbrev AngularPoly := MvPolynomial (Fin 3) ℝ

/-- Along a straight line an angular factor is a one-variable polynomial of no higher degree. -/
theorem exists_line (p : AngularPoly) (a b : Fin 3 → ℝ) : ∃ q : Polynomial ℝ,
    q.natDegree ≤ p.totalDegree ∧ ∀ t, q.eval t = eval (a + t • b) p := by
  refine ⟨aeval (fun i => Polynomial.C (b i) * Polynomial.X + Polynomial.C (a i)) p, ?_, ?_⟩
  · rw [aeval_def, eval₂_eq]
    refine Polynomial.natDegree_sum_le_of_forall_le _ _ (fun d hd => ?_)
    refine le_trans ?_ (le_totalDegree hd)
    change _ ≤ ∑ i ∈ d.support, d i
    refine Polynomial.natDegree_mul_le.trans ?_
    rw [Polynomial.algebraMap_eq, Polynomial.natDegree_C, zero_add]
    refine (Polynomial.natDegree_prod_le _ _).trans (Finset.sum_le_sum fun i _ => ?_)
    exact Polynomial.natDegree_pow_le.trans
      ((Nat.mul_le_mul_left _ Polynomial.natDegree_linear_le).trans (mul_one _).le)
  · intro t
    refine MvPolynomial.induction_on p (fun c => by simp)
      (fun p q hp hq => by simp only [map_add, Polynomial.eval_add, hp, hq]) (fun p i hp => ?_)
    simp only [map_mul, Polynomial.eval_mul, hp, aeval_X, eval_X]
    congr 1
    simp
    ring

end

end ExistsLine
```

Messages:

```
Main.lean:27:52: error: `simp` made no progress
Main.lean:28:27: error: `simp` made no progress
Main.lean:27:4: error: Type mismatch
  induction_on p (fun c => ?m.201) (fun p q hp hq => ?m.207) fun p i hp => ?m.212
has type
  ?m.199 p
but is expected to have type
  Polynomial.eval t ((aeval fun i => Polynomial.C (b i) * Polynomial.X + Polynomial.C (a i)) p) = (eval (a + t • b)) p
```

Diagnosis. The type mismatch shows the root of the failure. `MvPolynomial.induction_on` needs a motive, the property of p to be proved by induction. In the `refine` call Lean had not worked it out from the goal: it is still the unknown `?m.199`, and the term proves only `?m.199 p`, not the required equality of values.

The two `simp` errors fit this. With the motive unknown, the constant and sum cases did not yet present the equations that `simp` was meant to prove, so it found nothing to rewrite.

The repair uses the tactic `induction p using MvPolynomial.induction_on`, which forms the motive from the current goal. Each `next` block then has a definite equation to prove, with the induction hypotheses named where there are any.

In the constant case, `Polynomial.algebraMap_eq` also lets `simp` turn the algebra map into `Polynomial.C`. The messages don't show whether plain `simp` would have been enough there, since it never met the proper goal. The sum and variable steps keep their old commands and are only moved into the new blocks.

This version goes through:

```diff
@@ -25,10 +25,12 @@
       ((Nat.mul_le_mul_left _ Polynomial.natDegree_linear_le).trans (mul_one _).le)
   · intro t
-    refine MvPolynomial.induction_on p (fun c => by simp)
-      (fun p q hp hq => by simp only [map_add, Polynomial.eval_add, hp, hq]) (fun p i hp => ?_)
-    simp only [map_mul, Polynomial.eval_mul, hp, aeval_X, eval_X]
-    congr 1
-    simp
-    ring
+    induction p using MvPolynomial.induction_on
+    next c => simp [Polynomial.algebraMap_eq]
+    next p q hp hq => simp only [map_add, Polynomial.eval_add, hp, hq]
+    next p i hp =>
+      simp only [map_mul, Polynomial.eval_mul, hp, aeval_X, eval_X]
+      congr 1
+      simp
+      ring
 
 end
```
